# Below the band of a flat half-line, the exponential tail minimises the exterior part of ⟨H − E⟩ at fixed surface amplitude

Suppose an electron is bound near a surface at $x=0$ and its wavefunction $\psi$ leaks into a substrate $x>0$. If a variational calculation simply stops at $x=0$, with the kinetic energy written as $\tfrac12\int|\psi'|^2$ in atomic units, it charges nothing for the tail. Its minimiser then arrives at the surface with zero slope. Yet in a flat substrate potential, taken as zero, a state of energy $-\kappa^2/2$ with $\kappa>0$ decays as $e^{-\kappa x}$ and has slope $-\kappa\psi(0)$ there.

The missing cost is the exterior part of $\langle H-E\rangle$ at the fixed energy $E=-\kappa^2/2$. It is at least $\frac{\kappa}{2}|\psi(0)|^2$, and the exponential tail attains this value. In electronic-structure calculations for surfaces, a term of this kind can stand in for a substrate that is not represented explicitly; here the substrate is one-dimensional, flat and non-interacting, and the energy is fixed below its band.

## The exterior and its energy

```lean
import Mathlib

open MeasureTheory Set Filter Topology

namespace InglesfieldEmbedding

noncomputable section
```

The first line loads the library Mathlib. The `open` line allows short names for its integrals, sets and limits, and the namespace prefixes the names defined below.

```lean
/-- Admissible exterior wavefunction on the half-line: continuous up to the surface `x = 0`,
with continuous derivative `ψ'` for `x > 0`, both square integrable. -/
structure IsTrial (ψ ψ' : ℝ → ℂ) : Prop where
  cont : ContinuousOn ψ (Ici 0)
  deriv : ∀ x ∈ Ioi (0 : ℝ), HasDerivAt ψ (ψ' x) x
  cont_deriv : ContinuousOn ψ' (Ioi 0)
  sq_int : IntegrableOn (fun x => ‖ψ x‖ ^ 2) (Ioi 0)
  sq_int_deriv : IntegrableOn (fun x => ‖ψ' x‖ ^ 2) (Ioi 0)
```

`IsTrial ψ ψ'` is a list of conditions on two complex functions of a real variable. `Ici 0` is $[0,\infty)$ and `Ioi 0` is $(0,\infty)$. The function $\psi$ is continuous up to the surface, and for $x>0$ it has the continuous derivative $\psi'$. The prime is only part of a name; the field `deriv` makes $\psi'$ the derivative. Both $|\psi|^2$ and $|\psi'|^2$ have finite integrals over the exterior. Decay at infinity is not assumed, because it will follow.

```lean
/-- Exterior part of `⟨ψ|H - E|ψ⟩` for zero exterior potential, at `E = -κ²/2`, in atomic units,
with the kinetic energy in gradient form. -/
def exteriorEnergy (κ : ℝ) (ψ ψ' : ℝ → ℂ) : ℝ :=
  ∫ x in Ioi (0 : ℝ), (‖ψ' x‖ ^ 2 + κ ^ 2 * ‖ψ x‖ ^ 2) / 2
```

In atomic units this is

$$E_{\rm ext}=\int_0^\infty \tfrac12\left(|\psi'|^2+\kappa^2|\psi|^2\right)dx,$$

the exterior part of $\langle H-E\rangle$ at $E=-\kappa^2/2$. The gradient form matters: with $-\tfrac12\psi^*\psi''$ in its place, the decaying wave would give zero. The wavefunction is not normalised, so $E_{\rm ext}$ scales as $|\psi|^2$. The name "exterior energy" is short for this quantity, which includes the term $-E|\psi|^2$. Without that term only the kinetic energy would remain, and stretching the tail at fixed $\psi(0)$ could make it as small as one likes.

```lean
/-- Embedding potential `-ik/2` of a flat half-space at wavenumber `k`. -/
def embeddingPotential (k : ℂ) : ℂ := -Complex.I * k / 2
```

The embedding potential is defined by the formula $\Sigma(k)=-ik/2$ for any complex wavenumber $k$. It stands for the response of the flat half-line at its surface, and a theorem below ties it to a wave. A general substrate in Inglesfield's method needs an energy-dependent operator on a whole surface, whereas here that operator has shrunk to one number.

```lean
/-- The wave `c exp(-κx)` with surface amplitude `c`. -/
def evanescent (κ : ℝ) (c : ℂ) : ℝ → ℂ := fun x => c * Complex.exp (-(κ : ℂ) * x)
```

`evanescent κ c` is the function $c\,e^{-\kappa x}$, with complex surface amplitude $c$.

## The embedding potential as a logarithmic derivative

```lean
/-- Derivative of a complex exponential along the real line. -/
theorem hasDerivAt_wave (a : ℂ) (x : ℝ) :
    HasDerivAt (fun y : ℝ => Complex.exp (a * y)) (a * Complex.exp (a * x)) x := by
  have h : HasDerivAt (fun z : ℂ => Complex.exp (a * z))
      (Complex.exp (a * x) * (a * 1)) (x : ℂ) :=
    ((hasDerivAt_id' (x : ℂ)).const_mul a).cexp
  exact h.comp_ofReal.congr_deriv (by ring)
```

`HasDerivAt f f' x` says that $f$ has derivative $f'$ at $x$. The statement is $\frac{d}{dx}e^{ax}=a\,e^{ax}$ for complex $a$ and real $x$. The proof applies the chain rule in the complex plane and then restricts to the real line.

```lean
/-- The wave `exp(ikx)` satisfies `ψ' = -2 Σ(k) ψ`, where `Σ(k)` is the embedding potential. -/
theorem outgoing_wave_deriv (k : ℂ) (x : ℝ) :
    HasDerivAt (fun y : ℝ => Complex.exp (Complex.I * k * y))
      (-2 * embeddingPotential k * Complex.exp (Complex.I * k * x)) x := by
  refine (hasDerivAt_wave (Complex.I * k) x).congr_deriv ?_
  unfold embeddingPotential
  ring
```

With $a=ik$, and since $-2\Sigma(k)=ik$,

$$\frac{d}{dx}e^{ikx}=ik\,e^{ikx}=-2\Sigma(k)\,e^{ikx}.$$

So $\Sigma(k)=-\tfrac12\psi'/\psi$ for the wave $\psi=e^{ikx}$, which travels away from the surface when $k>0$. The proof uses the previous theorem, and `ring` does the algebra.

```lean
/-- At the imaginary wavenumber `k = iκ` the embedding potential is the real number `κ/2`. -/
theorem embeddingPotential_below_band (κ : ℝ) :
    embeddingPotential (Complex.I * κ) = ((κ / 2 : ℝ) : ℂ) := by
  unfold embeddingPotential
  push_cast
  linear_combination (-(κ : ℂ) / 2) * Complex.I_mul_I
```

Below the band, $k^2/2=-\kappa^2/2$ is satisfied by $k=i\kappa$, which turns $e^{ikx}$ into $e^{-\kappa x}$. Then

$$\Sigma(i\kappa)=-\frac{i\cdot i\kappa}{2}=\frac{\kappa}{2}.$$

The embedding potential has become real. The `linear_combination` step supplies $i\cdot i=-1$.

## How the surface term arises

```lean
/-- The derivative of the density `|ψ|²` is integrable over the exterior, and its integral
is minus the density at the surface. -/
theorem integral_density_deriv {ψ ψ' : ℝ → ℂ} (h : IsTrial ψ ψ') :
    IntegrableOn (fun x => 2 * inner ℝ (ψ x) (ψ' x)) (Ioi 0) ∧
      ∫ x in Ioi (0 : ℝ), 2 * inner ℝ (ψ x) (ψ' x) = -‖ψ 0‖ ^ 2 := by
  have hd : ∀ x ∈ Ioi (0 : ℝ),
      HasDerivAt (fun y => ‖ψ y‖ ^ 2) (2 * inner ℝ (ψ x) (ψ' x)) x :=
    fun x hx => (h.deriv x hx).norm_sq
  have hg : IntegrableOn (fun x => ‖ψ x‖ ^ 2 + ‖ψ' x‖ ^ 2) (Ioi 0) :=
    h.sq_int.add h.sq_int_deriv
  have hc : ContinuousOn (fun x => 2 * inner ℝ (ψ x) (ψ' x)) (Ioi 0) :=
    continuousOn_const.mul
      (ContinuousOn.inner (𝕜 := ℝ) (h.cont.mono Ioi_subset_Ici_self) h.cont_deriv)
  have hi : IntegrableOn (fun x => 2 * inner ℝ (ψ x) (ψ' x)) (Ioi 0) := by
    refine Integrable.mono' hg (hc.aestronglyMeasurable measurableSet_Ioi)
      (Eventually.of_forall fun x => ?_)
    rw [Real.norm_eq_abs, abs_mul, abs_two]
    nlinarith [abs_real_inner_le_norm (ψ x) (ψ' x), sq_nonneg (‖ψ x‖ - ‖ψ' x‖)]
  -- the density and its derivative are integrable, so the density vanishes at infinity
  have ht := tendsto_zero_of_hasDerivAt_of_integrableOn_Ioi hd hi h.sq_int
  have h0 : ContinuousWithinAt (fun y => ‖ψ y‖ ^ 2) (Ici 0) 0 :=
    (h.cont.norm.pow 2) 0 self_mem_Ici
  refine ⟨hi, ?_⟩
  rw [integral_Ioi_of_hasDerivAt_of_tendsto h0 hd hi ht]
  ring
```

The expression `inner ℝ (ψ x) (ψ' x)` treats complex numbers as vectors in the plane, so it equals $\mathrm{Re}(\psi^*\psi')$. Hence

$$\frac{d}{dx}|\psi|^2=2\,\mathrm{Re}(\psi^*\psi').$$

The theorem says that this derivative is integrable and that its integral is $-|\psi(0)|^2$.

By hand, $(|\psi|-|\psi'|)^2\ge0$ gives

$$|2\,\mathrm{Re}(\psi^*\psi')|\le 2|\psi||\psi'|\le|\psi|^2+|\psi'|^2,$$

and the right side is integrable. So $|\psi|^2$ has an integrable derivative and tends to a limit. As $|\psi|^2$ is itself integrable, the limit is zero. The fundamental theorem of calculus then gives $0-|\psi(0)|^2$.

In the proof, `hd` is the derivative, `hi` its integrability and `ht` the decay. The `nlinarith` step performs the estimate above.

```lean
/-- Completing the square: `|b + κa|²` is `|b|² + κ²|a|²` plus a cross term. -/
theorem norm_sq_defect (κ : ℝ) (a b : ℂ) :
    ‖b + (κ : ℂ) * a‖ ^ 2 = (‖b‖ ^ 2 + κ ^ 2 * ‖a‖ ^ 2) + κ * (2 * inner ℝ a b) := by
  rw [← Complex.real_smul, norm_add_sq_real, real_inner_smul_right, norm_smul, mul_pow,
    Real.norm_eq_abs, sq_abs, real_inner_comm a b]
  ring
```

For complex $a,b$ and real $\kappa$,

$$|b+\kappa a|^2=|b|^2+\kappa^2|a|^2+2\kappa\,\mathrm{Re}(a^*b).$$

This is the expansion of a squared length in the plane, and the proof takes it from `norm_add_sq_real`.

```lean
/-- The exterior energy is the surface term `(κ/2)|ψ(0)|²` plus half the integral of
`|ψ' + κψ|²`, which is itself integrable. -/
theorem exteriorEnergy_eq {ψ ψ' : ℝ → ℂ} (h : IsTrial ψ ψ') (κ : ℝ) :
    IntegrableOn (fun x => ‖ψ' x + (κ : ℂ) * ψ x‖ ^ 2) (Ioi 0) ∧
      exteriorEnergy κ ψ ψ' = κ / 2 * ‖ψ 0‖ ^ 2 +
        (∫ x in Ioi (0 : ℝ), ‖ψ' x + (κ : ℂ) * ψ x‖ ^ 2) / 2 := by
  obtain ⟨hi, hv⟩ := integral_density_deriv h
  have hE : IntegrableOn (fun x => ‖ψ' x‖ ^ 2 + κ ^ 2 * ‖ψ x‖ ^ 2) (Ioi 0) :=
    h.sq_int_deriv.add (Integrable.const_mul h.sq_int (κ ^ 2))
  simp_rw [norm_sq_defect]
  refine ⟨hE.add (Integrable.const_mul hi κ), ?_⟩
  rw [integral_add hE (Integrable.const_mul hi κ), integral_const_mul, hv]
  unfold exteriorEnergy
  rw [integral_div]
  ring
```

Put $a=\psi(x)$ and $b=\psi'(x)$, integrate, and use the density theorem for the cross term:

$$\int_0^\infty|\psi'+\kappa\psi|^2dx=2E_{\rm ext}-\kappa|\psi(0)|^2.$$

Rearranged, this is an exact identity:

$$E_{\rm ext}=\frac{\kappa}{2}|\psi(0)|^2+\frac12\int_0^\infty|\psi'+\kappa\psi|^2dx.$$

The last integral measures how far $\psi$ is from obeying $\psi'=-\kappa\psi$. The first half of the Lean statement says that its integrand is integrable. The proof expands the square with `norm_sq_defect`, splits the integral with `integral_add` and inserts the surface value `hv`.

## The bound and the wave that attains it

```lean
/-- Embedding bound: the exterior energy is at least `(κ/2)|ψ(0)|²`, with equality exactly
when `ψ(x) = ψ(0) exp(-κx)` throughout the exterior. -/
theorem embedding_bound {ψ ψ' : ℝ → ℂ} (h : IsTrial ψ ψ') (κ : ℝ) :
    κ / 2 * ‖ψ 0‖ ^ 2 ≤ exteriorEnergy κ ψ ψ' ∧
      (exteriorEnergy κ ψ ψ' = κ / 2 * ‖ψ 0‖ ^ 2 ↔
        ∀ x, 0 ≤ x → ψ x = evanescent κ (ψ 0) x) := by
  obtain ⟨hi, he⟩ := exteriorEnergy_eq h κ
  have hpos : 0 ≤ ∫ x in Ioi (0 : ℝ), ‖ψ' x + (κ : ℂ) * ψ x‖ ^ 2 :=
    integral_nonneg fun x => sq_nonneg _
  refine ⟨by linarith, fun heq => ?_, fun hψ => ?_⟩
  · have h0 : ∫ x in Ioi (0 : ℝ), ‖ψ' x + (κ : ℂ) * ψ x‖ ^ 2 = 0 := by linarith
    have hae : (fun x => ‖ψ' x + (κ : ℂ) * ψ x‖ ^ 2)
        =ᵐ[volume.restrict (Ioi (0 : ℝ))] (fun _ => (0 : ℝ)) :=
      (integral_eq_zero_iff_of_nonneg (fun x => sq_nonneg _) hi).1 h0
    have hc : ContinuousOn (fun x => ‖ψ' x + (κ : ℂ) * ψ x‖ ^ 2) (Ioi 0) :=
      (h.cont_deriv.add
        (continuousOn_const.mul (h.cont.mono Ioi_subset_Ici_self))).norm.pow 2
    have hz := Measure.eqOn_open_of_ae_eq hae isOpen_Ioi hc continuousOn_const
    -- `ψ exp(κx)` has zero derivative, hence keeps its surface value
    have hg : ∀ x ∈ Ioi (0 : ℝ),
        HasDerivAt (fun y : ℝ => ψ y * Complex.exp ((κ : ℂ) * y)) 0 x := by
      intro x hx
      have hx0 : ψ' x + (κ : ℂ) * ψ x = 0 := norm_eq_zero.1 (pow_eq_zero_iff two_ne_zero |>.1 (hz hx))
      refine ((h.deriv x hx).fun_mul (hasDerivAt_wave κ x)).congr_deriv ?_
      linear_combination Complex.exp ((κ : ℂ) * x) * hx0
    intro x hx
    have hcont : ContinuousOn (fun y : ℝ => ψ y * Complex.exp ((κ : ℂ) * y)) (Icc 0 x) :=
      (h.cont.mono Icc_subset_Ici_self).mul (Continuous.continuousOn (by fun_prop))
    have hint := intervalIntegral.integral_eq_sub_of_hasDerivAt_of_le hx hcont
      (f' := fun _ => (0 : ℂ)) (fun y hy => hg y hy.1) intervalIntegrable_const
    have hconst : ψ x * Complex.exp ((κ : ℂ) * x) = ψ 0 := by
      simpa [sub_eq_zero] using hint.symm
    have hinv : Complex.exp ((κ : ℂ) * x) * Complex.exp (-(κ : ℂ) * x) = 1 := by
      rw [← Complex.exp_add]
      simp
    change ψ x = ψ 0 * Complex.exp (-(κ : ℂ) * x)
    rw [← hconst, mul_assoc, hinv, mul_one]
  · have h0 : ∫ x in Ioi (0 : ℝ), ‖ψ' x + (κ : ℂ) * ψ x‖ ^ 2 = 0 := by
      refine setIntegral_eq_zero_of_forall_eq_zero fun x hx => ?_
      have ev : ψ =ᶠ[𝓝 x] fun y : ℝ => ψ 0 * Complex.exp (-(κ : ℂ) * y) := by
        filter_upwards [Ioi_mem_nhds hx] with y hy using hψ y (le_of_lt hy)
      have hd := (h.deriv x hx).unique
        (((hasDerivAt_wave (-(κ : ℂ)) x).const_mul (ψ 0)).congr_of_eventuallyEq ev)
      have hx0 : ψ' x + (κ : ℂ) * ψ x = 0 := by
        linear_combination hd + (κ : ℂ) * ev.eq_of_nhds
      rw [hx0]
      simp
    linarith
```

The statement has two parts: the inequality $E_{\rm ext}\ge\frac{\kappa}{2}|\psi(0)|^2$, and an equivalence, written `↔`, between equality and $\psi(x)=\psi(0)e^{-\kappa x}$ for all $x\ge0$.

The inequality holds because the last integral in the identity is not negative; this is `hpos`.

Suppose equality holds. Then $\int_0^\infty|\psi'+\kappa\psi|^2dx=0$, so the integrand vanishes almost everywhere (`hae`). It is continuous, so it vanishes at every $x>0$ (`hz`). Therefore

$$\frac{d}{dx}\left(\psi e^{\kappa x}\right)=(\psi'+\kappa\psi)e^{\kappa x}=0,$$

which is `hg`. Integrating from $0$ to $x$ gives $\psi(x)e^{\kappa x}=\psi(0)$ (`hconst`), and multiplying by $e^{-\kappa x}$ gives the exponential.

Conversely, let $\psi(x)=\psi(0)e^{-\kappa x}$. Its derivative is $-\kappa\psi$. A function has only one derivative at a point, so the given $\psi'$ must equal $-\kappa\psi$ for $x>0$. The integral vanishes, and equality follows from the identity.

The theorem allows any real $\kappa$. For $\kappa\le0$ the exponential is square integrable only when its amplitude is zero, so equality then occurs only for a wavefunction that vanishes throughout the exterior.

```lean
/-- For `κ > 0` the evanescent wave is an admissible exterior wavefunction. -/
theorem evanescent_isTrial {κ : ℝ} (hκ : 0 < κ) (c : ℂ) :
    IsTrial (evanescent κ c) (fun x => -(κ : ℂ) * evanescent κ c x) := by
  have hc : Continuous (evanescent κ c) := by
    unfold evanescent
    fun_prop
  have hn : ∀ x, ‖evanescent κ c x‖ ^ 2 = ‖c‖ ^ 2 * Real.exp (-(2 * κ) * x) := by
    intro x
    have hre : (-(κ : ℂ) * x).re = -κ * x := by simp
    change ‖c * Complex.exp (-(κ : ℂ) * x)‖ ^ 2 = _
    rw [norm_mul, Complex.norm_exp, hre, mul_pow, ← Real.exp_nat_mul]
    push_cast
    ring_nf
  have hs : IntegrableOn (fun x => ‖evanescent κ c x‖ ^ 2) (Ioi 0) := by
    simp_rw [hn]
    exact Integrable.const_mul (exp_neg_integrableOn_Ioi 0 (by positivity)) _
  refine ⟨hc.continuousOn, fun x _ => ?_, (continuous_const.mul hc).continuousOn, hs, ?_⟩
  · refine ((hasDerivAt_wave (-(κ : ℂ)) x).const_mul c).congr_deriv ?_
    unfold evanescent
    ring
  · simp only [norm_mul, mul_pow]
    exact Integrable.const_mul hs _
```

For $\kappa>0$ the exponential meets every condition of `IsTrial`. It is continuous, its derivative is $-\kappa c\,e^{-\kappa x}$, and

$$\int_0^\infty|c|^2e^{-2\kappa x}dx=\frac{|c|^2}{2\kappa}.$$

The squared derivative carries only an extra factor $\kappa^2$. In the proof, `hn` computes the squared modulus and `hs` its integrability. For $c\ne0$, dividing $E_{\rm ext}=\frac{\kappa}{2}|c|^2$ by this integral gives $\kappa^2$ for a tail normalised on the exterior alone: half of it is kinetic energy and the other half is $-E$.

```lean
/-- For `κ > 0` the least exterior energy at fixed surface amplitude `c` is the embedding
potential at `k = iκ` times `|c|²`. -/
theorem embedding_minimum {κ : ℝ} (hκ : 0 < κ) (c : ℂ) :
    IsLeast {E : ℝ | ∃ ψ ψ' : ℝ → ℂ, IsTrial ψ ψ' ∧ ψ 0 = c ∧ exteriorEnergy κ ψ ψ' = E}
      ((embeddingPotential (Complex.I * κ)).re * ‖c‖ ^ 2) := by
  rw [embeddingPotential_below_band, Complex.ofReal_re]
  have h0 : evanescent κ c 0 = c := by simp [evanescent]
  constructor
  · have ht := evanescent_isTrial hκ c
    refine ⟨_, _, ht, h0, ?_⟩
    have hmin := (embedding_bound ht κ).2.2 (fun x _ => by rw [h0])
    rwa [h0] at hmin
  · rintro E ⟨ψ, ψ', ht, rfl, rfl⟩
    exact (embedding_bound ht κ).1

end

end InglesfieldEmbedding
```

The set in braces collects the exterior energies of all admissible wavefunctions with $\psi(0)=c$. `IsLeast` says that the stated number belongs to this set and that no member lies below it. In ordinary notation, for $\kappa>0$,

$$\min_{\psi(0)=c}E_{\rm ext}=\Sigma(i\kappa)\,|c|^2=\frac{\kappa}{2}|c|^2.$$

The `.re` turns the complex-valued $\Sigma(i\kappa)$ into a real number, and nothing is lost because its imaginary part is zero. The amplitude $c=0$ is included and gives the minimum zero.

The proof has one branch for each half of `IsLeast`. The first exhibits the evanescent wave and uses the equality case of `embedding_bound`. The second applies the inequality to an arbitrary competitor.

To return to the electron at the surface, add $\frac{\kappa}{2}|\psi(0)|^2$ to the functional for $x<0$ and vary $\psi$ at fixed $\kappa$. The boundary condition becomes $\psi'(0)=-\kappa\psi(0)$, which is the slope of the tail. That variation is an argument by hand, since the theorems concern the exterior alone. The energy bound does not cover energies inside the band, and none of the theorems treats the self-consistent search for a bound-state energy, where $\kappa$ changes with $E$.

```lean
#print axioms InglesfieldEmbedding.outgoing_wave_deriv
-- 'InglesfieldEmbedding.outgoing_wave_deriv' depends on axioms: [propext, Classical.choice, Quot.sound]
#print axioms InglesfieldEmbedding.embedding_minimum
-- 'InglesfieldEmbedding.embedding_minimum' depends on axioms: [propext, Classical.choice, Quot.sound]
```
